# The translation residual of a state bounds its weight outside one Bloch sector

Take a supercell of N primitive cells along one direction, and let T translate supercell-periodic wave functions by one primitive cell. Then T is unitary and T^N = 1. Write w = exp(2πi/N). For an integer k, sector k consists of the states with Tψ = w^k ψ; k and k + N label the same sector. The component of ψ in sector k and its unfolding weight are

P_k ψ = (1/N) Σₙ w^(−kn) Tⁿψ, n = 0, …, N − 1,

W_k = ‖P_k ψ‖².

A defect or distortion that breaks the primitive periodicity can mix the sectors. How much weight can lie outside sector k if ψ nearly obeys the Bloch condition there? For a unit vector ψ and N ≥ 1,

4 sin²(π/N) (1 − W_k) ≤ ‖Tψ − w^k ψ‖² ≤ 4 (1 − W_k).

In band unfolding along a single direction, a small residual therefore forces W_k close to 1 when N ≥ 2, with a constant that weakens as the supercell grows. At N = 1 all three expressions vanish.

## The residual as a weighted sum over sectors

Applying T shifts the sum:

T P_k ψ = w^k (1/N) Σₙ w^(−k(n+1)) Tⁿ⁺¹ψ = w^k P_k ψ,

because the term n = N equals the term n = 0. Next, with m = 0, …, N − 1,

Σₘ P_(k+m) ψ = (1/N) Σₙ w^(−kn) [Σₘ w^(−mn)] Tⁿψ = ψ.

The bracket is N for n = 0. Otherwise it is the geometric sum (w^(−nN) − 1)/(w^(−n) − 1) = 0.

If Ta = αa and Tb = βb with distinct phases α and β, unitarity gives ⟨a, b⟩ = α*β⟨a, b⟩, hence ⟨a, b⟩ = 0. So the components are orthogonal, and ψ − P_k ψ, the sum of the other components, is orthogonal to sector k: P_k is the orthogonal projector. Furthermore,

|w^(k+m) − w^k|² = |w^m − 1|² = 2 − 2 cos(2πm/N) = 4 sin²(πm/N).

Expanding Tψ − w^k ψ in components and using Pythagoras,

‖Tψ − w^k ψ‖² = Σₘ 4 sin²(πm/N) W_(k+m).

The term m = 0 vanishes. For 1 ≤ m ≤ N − 1 the angle πm/N lies between π/N and π − π/N, so sin²(π/N) ≤ sin²(πm/N) ≤ 1. The remaining weights sum to 1 − W_k, which gives both bounds.

For N ≥ 2, let ψ = a + b be a unit vector with a in sector k and b in sector k + 1. Then P_k ψ = a, 1 − W_k = ‖b‖², and Tψ − w^k ψ = (w^(k+1) − w^k) b. The lower bound is an equality.

## Weights from plane-wave coefficients

For a normalised Γ-point supercell state expanded in plane waves proportional to exp(2πijx/(Na)), with integer j and each normalised over the supercell, with coefficients c_j, where a is now the primitive lattice constant, translation (Tψ)(x) = ψ(x − a) multiplies c_j by w^(−j). Thus W_k is the sum of |c_j|² over j ≡ −k modulo N. With N = 4 and W_k = 0.9, the squared residual lies between 0.2 and 0.4. At supercell wavevector K, the operator exp(iKa) T takes the place of T, since its N-th power is 1 on those states.

## Phases, components and weights in Lean

The state space `E` is any complex inner product space, of finite or infinite dimension.

```lean
import Mathlib

open Finset
open scoped InnerProductSpace

namespace UnfoldingRobustness

noncomputable section

variable {E : Type*} [NormedAddCommGroup E] [InnerProductSpace ℂ E]
```

`phase N` is w.

```lean
/-- The elementary Bloch phase `w = exp(2πi/N)` of a ring of `N ≥ 1` cells. -/
def phase (N : ℕ) : ℂ := Complex.exp (2 * Real.pi * Complex.I / N)
```

The type `E ≃ₗᵢ[ℂ] E` of `T` means an invertible linear isometry, that is, a unitary operator. `blochPart T N k ψ` is P_k ψ, with `range N` supplying n = 0, …, N − 1.

```lean
/-- The sum `P_k ψ = (1/N) ∑ₙ w^(-kn) Tⁿ ψ` over `n = 0, …, N - 1`, for `N ≥ 1`. When `T^N = 1` it
is the Bloch component of `ψ` in sector `k`. -/
def blochPart (T : E ≃ₗᵢ[ℂ] E) (N : ℕ) (k : ℤ) (ψ : E) : E :=
  (N : ℂ)⁻¹ • ∑ n ∈ range N, phase N ^ (-(k * (n : ℤ))) • (T ^ n) ψ

/-- The squared norm `W_k = ‖P_k ψ‖²`, for `N ≥ 1`. When `T^N = 1` and `ψ` is a unit vector it is
the unfolding weight of sector `k`. -/
def weight (T : E ≃ₗᵢ[ℂ] E) (N : ℕ) (k : ℤ) (ψ : E) : ℝ := ‖blochPart T N k ψ‖ ^ 2
```

The distance between two phases follows from factoring out w^k, which has modulus one, and applying the double-angle formulas.

```lean
variable {T : E ≃ₗᵢ[ℂ] E} {N : ℕ}

/-- The squared distance between the phases `w^(k+m)` and `w^k` is `4 sin²(πm/N)`. -/
theorem norm_phase_sub (N : ℕ) (k : ℤ) (m : ℕ) :
    ‖phase N ^ (k + (m : ℤ)) - phase N ^ k‖ ^ 2 = 4 * Real.sin (Real.pi * m / N) ^ 2 := by
  have h1 : ‖phase N‖ = 1 := by
    have h : phase N = Complex.exp (((2 * Real.pi / N : ℝ) : ℂ) * Complex.I) := by
      unfold phase; congr 1; push_cast; ring
    rw [h, Complex.norm_exp_ofReal_mul_I]
  have h2 : phase N ^ m
      = Complex.exp (((2 * (Real.pi * m / N) : ℝ) : ℂ) * Complex.I) := by
    rw [phase, ← Complex.exp_nat_mul]; congr 1; push_cast; ring
  have h3 : phase N ^ (k + (m : ℤ)) - phase N ^ k = phase N ^ k * (phase N ^ m - 1) := by
    have h0 : phase N ≠ 0 := Complex.exp_ne_zero _
    rw [zpow_add₀ h0, zpow_natCast]; ring
  rw [h3, norm_mul, norm_zpow, h1, one_zpow, one_mul, h2, Complex.sq_norm,
    Complex.normSq_apply, Complex.sub_re, Complex.sub_im, Complex.exp_ofReal_mul_I_re,
    Complex.exp_ofReal_mul_I_im, Complex.one_re, Complex.one_im, Real.cos_two_mul,
    Real.sin_two_mul]
  linear_combination 4 * (Real.cos (Real.pi * m / N) ^ 2 - 1) *
    Real.sin_sq_add_cos_sq (Real.pi * m / N)
```

## Sectors are complete and orthogonal

The hypothesis `hT : T ^ N = 1` expresses periodicity over the supercell. In the next proof, `step` shifts one summand and `ends` identifies the two end terms.

```lean
/-- If `T^N = 1` with `N ≥ 1`, the component `P_k ψ` picks up the phase `w^k` under `T`. -/
theorem map_blochPart (hN : N ≠ 0) (hT : T ^ N = 1) (k : ℤ) (ψ : E) :
    T (blochPart T N k ψ) = phase N ^ k • blochPart T N k ψ := by
  have hp : IsPrimitiveRoot (phase N) N := Complex.isPrimitiveRoot_exp N hN
  obtain ⟨f, hf⟩ : ∃ f : ℕ → E, ∀ n, f n = phase N ^ (-(k * (n : ℤ))) • (T ^ n) ψ :=
    ⟨_, fun _ => rfl⟩
  have hP : blochPart T N k ψ = (N : ℂ)⁻¹ • ∑ n ∈ range N, f n := by
    simp only [blochPart, hf]
  have step : ∀ n, T (f n) = phase N ^ k • f (n + 1) := by
    intro n
    have h1 : (T ^ (n + 1)) ψ = T ((T ^ n) ψ) := by rw [pow_succ']; rfl
    rw [hf, hf, map_smul, h1, smul_smul, ← zpow_add₀ (hp.ne_zero hN)]
    congr 2; push_cast; ring
  -- the summand is periodic, so the shifted sum is the same sum
  have ends : f N = f 0 := by
    have e : -(k * (N : ℤ)) = (N : ℤ) * (-k) := by ring
    rw [hf, hf, hT, e, zpow_mul, zpow_natCast, hp.pow_eq_one, one_zpow]
    simp
  have hs : ∑ n ∈ range N, f (n + 1) = ∑ n ∈ range N, f n := by
    have h := (sum_range_succ' f N).symm.trans (sum_range_succ f N)
    rw [ends] at h
    exact add_right_cancel h
  rw [hP, map_smul, map_sum, sum_congr rfl (fun n _ => step n), ← smul_sum, hs]
  exact smul_comm _ _ _
```

Completeness needs no periodicity of `T`. Here `key` is the vanishing geometric sum, and exchanging the two sums leaves only n = 0.

```lean
/-- For `N ≥ 1` and any unitary `T`, the vectors `P_(k+m) ψ` with `m = 0, …, N - 1` add up to `ψ`.
-/
theorem sum_blochPart (hN : N ≠ 0) (T : E ≃ₗᵢ[ℂ] E) (k : ℤ) (ψ : E) :
    ∑ m ∈ range N, blochPart T N (k + (m : ℤ)) ψ = ψ := by
  have hp : IsPrimitiveRoot (phase N) N := Complex.isPrimitiveRoot_exp N hN
  -- the phases of a non-trivial translation cancel
  have key : ∀ n ∈ range N, n ≠ 0 →
      ∑ m ∈ range N, phase N ^ (-((k + (m : ℤ)) * (n : ℤ))) = 0 := by
    intro n hn h0
    have hz : phase N ^ (-(n : ℤ)) ≠ 1 := by
      rw [Ne, hp.zpow_eq_one_iff_dvd, dvd_neg, Int.natCast_dvd_natCast]
      exact fun h => h0 (Nat.eq_zero_of_dvd_of_lt h (mem_range.mp hn))
    have hz1 : (phase N ^ (-(n : ℤ))) ^ N = 1 := by
      rw [← zpow_natCast (phase N ^ (-(n : ℤ))) N, ← zpow_mul, mul_comm, zpow_mul,
        zpow_natCast, hp.pow_eq_one, one_zpow]
    calc _ = ∑ m ∈ range N, phase N ^ (-(k * (n : ℤ))) * (phase N ^ (-(n : ℤ))) ^ m :=
          sum_congr rfl fun m _ => by
            rw [← zpow_natCast (phase N ^ (-(n : ℤ))) m, ← zpow_mul,
              ← zpow_add₀ (hp.ne_zero hN)]
            congr 1; ring
      _ = 0 := by rw [← mul_sum, geom_sum_eq hz, hz1, sub_self, zero_div, mul_zero]
  have h0 : ∑ m ∈ range N, phase N ^ (-((k + (m : ℤ)) * ((0 : ℕ) : ℤ))) • (T ^ 0) ψ
      = (N : ℂ) • ψ := by
    simp [Nat.cast_smul_eq_nsmul]
  simp only [blochPart]
  rw [← smul_sum, sum_comm, sum_eq_single 0]
  · rw [h0, smul_smul, inv_mul_cancel₀ (Nat.cast_ne_zero.mpr hN), one_smul]
  · intro n hn hn0
    rw [← sum_smul, key n hn hn0, zero_smul]
  · exact fun h => absurd (mem_range.mpr (Nat.pos_of_ne_zero hN)) h
```

Orthogonality uses `T.inner_map_map`, the preservation of inner products. Lean's inner product is conjugate-linear in its first argument.

```lean
/-- States with Bloch phases `w^(k+m)` and `w^(k+l)`, where `m ≠ l` are both below `N`,
are orthogonal. -/
theorem inner_sectors {k : ℤ} {m l : ℕ} (hm : m < N) (hl : l < N) (hml : m ≠ l) {a b : E}
    (ha : T a = phase N ^ (k + (m : ℤ)) • a) (hb : T b = phase N ^ (k + (l : ℤ)) • b) :
    ⟪a, b⟫_ℂ = 0 := by
  have hN : N ≠ 0 := by omega
  have hp : IsPrimitiveRoot (phase N) N := Complex.isPrimitiveRoot_exp N hN
  have hne : phase N ^ (k + (m : ℤ)) ≠ phase N ^ (k + (l : ℤ)) := by
    intro h
    rw [zpow_add₀ (hp.ne_zero hN), zpow_add₀ (hp.ne_zero hN)] at h
    have h' := mul_left_cancel₀ (zpow_ne_zero k (hp.ne_zero hN)) h
    rw [zpow_natCast, zpow_natCast] at h'
    exact hml (hp.pow_inj hm hl h')
  have hn : ‖phase N ^ (k + (m : ℤ))‖ = 1 := by
    rw [norm_zpow, hp.norm'_eq_one hN, one_zpow]
  generalize phase N ^ (k + (m : ℤ)) = α at *
  generalize phase N ^ (k + (l : ℤ)) = β at *
  have hc : α * (starRingEnd ℂ) α = 1 := by
    rw [Complex.mul_conj, Complex.normSq_eq_norm_sq, hn]; simp
  -- unitarity: the overlap equals itself times a phase different from one
  have h := T.inner_map_map a b
  rw [ha, hb, inner_smul_left, inner_smul_right] at h
  have h0 : (β - α) * ⟪a, b⟫_ℂ = 0 := by
    linear_combination α * h - β * ⟪a, b⟫_ℂ * hc
  exact (mul_eq_zero.mp h0).resolve_left (sub_ne_zero.mpr hne.symm)
```

Together with `map_blochPart`, the next lemma identifies `blochPart` as the orthogonal projection onto sector k.

```lean
/-- If `T^N = 1` with `N ≥ 1`, the remainder `ψ - P_k ψ` is orthogonal to every state with
Bloch phase `w^k`. -/
theorem inner_sub_blochPart (hN : N ≠ 0) (hT : T ^ N = 1) {k : ℤ} {a : E}
    (ha : T a = phase N ^ k • a) (ψ : E) : ⟪a, ψ - blochPart T N k ψ⟫_ℂ = 0 := by
  have h : ⟪a, ψ⟫_ℂ = ⟪a, blochPart T N k ψ⟫_ℂ := by
    conv_lhs => rw [← sum_blochPart hN T k ψ]
    rw [inner_sum, sum_eq_single 0]
    · simp
    · intro m hm h0
      exact inner_sectors (k := k) (Nat.pos_of_ne_zero hN) (mem_range.mp hm) h0.symm
        (by rw [Nat.cast_zero, add_zero]; exact ha) (map_blochPart hN hT _ ψ)
    · exact fun h => absurd (mem_range.mpr (Nat.pos_of_ne_zero hN)) h
  rw [inner_sub_right, h, sub_self]
```

Pythagoras is proved for arbitrary complex coefficients, by adding one sector at a time.

```lean
/-- Pythagoras for Bloch components: if `T^N = 1` with `N ≥ 1`, then
`‖∑ₘ cₘ P_(k+m) ψ‖² = ∑ₘ |cₘ|² W_(k+m)`. -/
theorem norm_sq_sum_smul (hN : N ≠ 0) (hT : T ^ N = 1) (k : ℤ) (ψ : E) (c : ℕ → ℂ) :
    ‖∑ m ∈ range N, c m • blochPart T N (k + (m : ℤ)) ψ‖ ^ 2
      = ∑ m ∈ range N, ‖c m‖ ^ 2 * weight T N (k + (m : ℤ)) ψ := by
  have gen : ∀ s : Finset ℕ, s ⊆ range N →
      ‖∑ m ∈ s, c m • blochPart T N (k + (m : ℤ)) ψ‖ ^ 2
        = ∑ m ∈ s, ‖c m‖ ^ 2 * weight T N (k + (m : ℤ)) ψ := by
    intro s
    induction s using Finset.induction_on with
    | empty => simp
    | insert a s ha ih =>
      intro hs
      have horth : ⟪c a • blochPart T N (k + (a : ℤ)) ψ,
          ∑ m ∈ s, c m • blochPart T N (k + (m : ℤ)) ψ⟫_ℂ = 0 := by
        rw [inner_sum]
        refine sum_eq_zero fun m hm => ?_
        have hne : a ≠ m := fun h => ha (h ▸ hm)
        rw [inner_smul_left, inner_smul_right, inner_sectors
          (mem_range.mp (hs (mem_insert_self a s)))
          (mem_range.mp (hs (mem_insert_of_mem hm))) hne
          (map_blochPart hN hT _ ψ) (map_blochPart hN hT _ ψ), mul_zero, mul_zero]
      have hw : weight T N (k + (a : ℤ)) ψ = ‖blochPart T N (k + (a : ℤ)) ψ‖ ^ 2 := rfl
      rw [sum_insert ha, sum_insert ha, norm_add_sq (𝕜 := ℂ), horth,
        ih (fun x hx => hs (mem_insert_of_mem hx)), norm_smul, mul_pow, hw]
      simp
  exact gen _ (Subset.refl _)
```

Choosing the phase differences as coefficients gives the exact residual.

```lean
/-- If `T^N = 1` with `N ≥ 1`, the squared Bloch residual is
`‖Tψ - w^k ψ‖² = ∑ₘ 4 sin²(πm/N) W_(k+m)`. -/
theorem residual_eq (hN : N ≠ 0) (hT : T ^ N = 1) (k : ℤ) (ψ : E) :
    ‖T ψ - phase N ^ k • ψ‖ ^ 2 = ∑ m ∈ range N,
      4 * Real.sin (Real.pi * m / N) ^ 2 * weight T N (k + (m : ℤ)) ψ := by
  have h : T ψ - phase N ^ k • ψ = ∑ m ∈ range N,
      (phase N ^ (k + (m : ℤ)) - phase N ^ k) • blochPart T N (k + (m : ℤ)) ψ := by
    conv_lhs => rw [← sum_blochPart hN T k ψ]
    rw [map_sum, smul_sum, ← sum_sub_distrib]
    exact sum_congr rfl fun m _ => by rw [map_blochPart hN hT, sub_smul]
  rw [h, norm_sq_sum_smul hN hT]
  exact sum_congr rfl fun m _ => by rw [norm_phase_sub]
```

## The two bounds and the equality case

`hψ` normalises the state. In the proof, `rest` is the sum of the weights outside sector k, and `res` is the residual without its zero term. The sine comparison splits at π/2 and reflects the upper half; both bounds then follow term by term.

```lean
/-- Robustness of unfolding weights: for unitary `T` with `T^N = 1`, `N ≥ 1`, and a unit
vector `ψ`, `4 sin²(π/N) (1 - W_k) ≤ ‖Tψ - w^k ψ‖² ≤ 4 (1 - W_k)`. -/
theorem unfolding_robustness (hN : N ≠ 0) (hT : T ^ N = 1) (k : ℤ) {ψ : E}
    (hψ : ‖ψ‖ = 1) :
    4 * Real.sin (Real.pi / N) ^ 2 * (1 - weight T N k ψ) ≤ ‖T ψ - phase N ^ k • ψ‖ ^ 2 ∧
      ‖T ψ - phase N ^ k • ψ‖ ^ 2 ≤ 4 * (1 - weight T N k ψ) := by
  have hw : ∀ j, 0 ≤ weight T N j ψ := fun j => sq_nonneg _
  -- the weight outside sector `k`
  have rest : ∑ m ∈ (range N).erase 0, weight T N (k + (m : ℤ)) ψ = 1 - weight T N k ψ := by
    have h := norm_sq_sum_smul hN hT k ψ (fun _ => 1)
    simp only [one_smul, norm_one, one_pow, one_mul] at h
    rw [sum_blochPart hN, hψ,
      ← add_sum_erase _ _ (mem_range.mpr (Nat.pos_of_ne_zero hN))] at h
    simp only [Nat.cast_zero, add_zero, one_pow] at h
    linarith
  have res : ‖T ψ - phase N ^ k • ψ‖ ^ 2 = ∑ m ∈ (range N).erase 0,
      4 * Real.sin (Real.pi * m / N) ^ 2 * weight T N (k + (m : ℤ)) ψ := by
    rw [residual_eq hN hT]
    exact (sum_erase _ (by simp)).symm
  rw [res, ← rest, mul_sum, mul_sum]
  constructor
  · refine sum_le_sum fun m hm => mul_le_mul_of_nonneg_right ?_ (hw _)
    obtain ⟨hm0, hmN⟩ := mem_erase.mp hm
    have h1 : (1 : ℝ) ≤ m := by exact_mod_cast Nat.one_le_iff_ne_zero.mpr hm0
    have h2 : (m : ℝ) + 1 ≤ N := by exact_mod_cast mem_range.mp hmN
    have hpos : (0 : ℝ) < N := by linarith
    have ha : 0 < Real.pi / N := div_pos Real.pi_pos hpos
    have hNa : (N : ℝ) * (Real.pi / N) = Real.pi := by field_simp
    have hx : Real.pi * m / N = m * (Real.pi / N) := by ring
    have hlo : Real.pi / N ≤ m * (Real.pi / N) := by nlinarith
    have hhi : m * (Real.pi / N) ≤ Real.pi - Real.pi / N := by nlinarith
    have hs0 : 0 ≤ Real.sin (Real.pi / N) :=
      Real.sin_nonneg_of_nonneg_of_le_pi ha.le (by linarith)
    -- the sine on `[π/N, π - π/N]` is smallest at the ends
    have hs : Real.sin (Real.pi / N) ≤ Real.sin (m * (Real.pi / N)) := by
      rcases le_total (m * (Real.pi / N)) (Real.pi / 2) with h | h
      · exact Real.sin_le_sin_of_le_of_le_pi_div_two (by linarith) h hlo
      · rw [← Real.sin_pi_sub (m * (Real.pi / N))]
        exact Real.sin_le_sin_of_le_of_le_pi_div_two (by linarith) (by linarith)
          (by linarith)
    rw [hx]
    nlinarith
  · refine sum_le_sum fun m _ => mul_le_mul_of_nonneg_right ?_ (hw _)
    linarith [Real.sin_sq_le_one (Real.pi * m / N)]
```

For the equality case, `hp` shows P_k(a + b) = a: the difference x = a − P_k(a + b) lies in sector k and is orthogonal to both x + b and b, so x = 0.

```lean
/-- Equality case: for `T^N = 1` with `N ≥ 2` the lower bound is an equality for every unit vector
`a + b` with `a` of Bloch phase `w^k` and `b` of Bloch phase `w^(k+1)`. -/
theorem robustness_sharp (hN : 2 ≤ N) (hT : T ^ N = 1) {k : ℤ} {a b : E}
    (ha : T a = phase N ^ k • a) (hb : T b = phase N ^ (k + 1) • b) (hab : ‖a + b‖ = 1) :
    ‖T (a + b) - phase N ^ k • (a + b)‖ ^ 2
      = 4 * Real.sin (Real.pi / N) ^ 2 * (1 - weight T N k (a + b)) := by
  have hN0 : N ≠ 0 := by omega
  have orth : ∀ x : E, T x = phase N ^ k • x → ⟪x, b⟫_ℂ = 0 := fun x hx =>
    inner_sectors (k := k) (m := 0) (l := 1) (Nat.pos_of_ne_zero hN0) hN Nat.zero_ne_one
      (by rw [Nat.cast_zero, add_zero]; exact hx) (by rw [Nat.cast_one]; exact hb)
  -- the component of `a + b` in sector `k` is `a`
  have hp : blochPart T N k (a + b) = a := by
    have hx : T (a - blochPart T N k (a + b))
        = phase N ^ k • (a - blochPart T N k (a + b)) := by
      rw [map_sub, ha, map_blochPart hN0 hT, smul_sub]
    have h1 := inner_sub_blochPart hN0 hT hx (a + b)
    have e : a + b - blochPart T N k (a + b) = (a - blochPart T N k (a + b)) + b := by abel
    rw [e, inner_add_right, orth _ hx, add_zero] at h1
    exact (sub_eq_zero.mp (inner_self_eq_zero.mp h1)).symm
  have hn : 1 = ‖a‖ ^ 2 + ‖b‖ ^ 2 := by
    have h := norm_add_sq (𝕜 := ℂ) a b
    rw [hab, orth a ha] at h
    simpa using h
  have hr : T (a + b) - phase N ^ k • (a + b) = (phase N ^ (k + 1) - phase N ^ k) • b := by
    rw [map_add, ha, hb]; module
  have hs := norm_phase_sub N k 1
  rw [Nat.cast_one, Nat.cast_one, mul_one] at hs
  rw [hr, norm_smul, mul_pow, hs, weight, hp]
  linear_combination (-4 * Real.sin (Real.pi / N) ^ 2) * hn
```

## Translation on a ring of sites

The cyclic shift of N amplitudes is a concrete `T`.

```lean
/-- Translation by one site on a ring of `N ≥ 1` sites. -/
def latticeShift (N : ℕ) [NeZero N] :
    EuclideanSpace ℂ (ZMod N) ≃ₗᵢ[ℂ] EuclideanSpace ℂ (ZMod N) :=
  LinearIsometryEquiv.piLpCongrLeft 2 ℂ ℂ
    ⟨fun i => i + 1, fun i => i - 1, fun i => by simp, fun i => by simp⟩
```

The shifted state has at site j the amplitude that the original has at site j − 1, so a state in sector k has amplitudes proportional to w^(−kj). The label k thus has the opposite sign to the textbook convention ψ(x + a) = exp(iqa) ψ(x). Induction on the number of shifts gives `latticeShift N ^ N = 1`.

```lean
/-- The one-site translation of a ring of `N ≥ 1` sites moves amplitudes by one site, and its
`N`-th power is the identity. -/
theorem latticeShift_witness (N : ℕ) [NeZero N] :
    latticeShift N ^ N = 1 ∧ ∀ x i, latticeShift N x i = x (i - 1) := by
  have h1 : ∀ x i, latticeShift N x i = x (i - 1) := fun _ _ => rfl
  have hn : ∀ (n : ℕ) x i, (latticeShift N ^ n) x i = x (i - (n : ZMod N)) := by
    intro n
    induction n with
    | zero => intro x i; simp
    | succ n ih =>
      intro x i
      rw [pow_succ']
      change latticeShift N ((latticeShift N ^ n) x) i = _
      have e : i - 1 - (n : ZMod N) = i - ((n + 1 : ℕ) : ZMod N) := by
        rw [Nat.cast_succ, sub_sub, add_comm (1 : ZMod N)]
      rw [h1, ih]
      exact congrArg (fun j => x j) e
  exact ⟨LinearIsometryEquiv.ext fun x => by ext i; rw [hn]; simp, h1⟩

end

end UnfoldingRobustness
```

The ring is the only instance constructed here; the primitive translation of a continuum supercell and the combination of several lattice directions are not formalised.

```lean
#print axioms UnfoldingRobustness.residual_eq
-- 'UnfoldingRobustness.residual_eq' depends on axioms: [propext, Classical.choice, Quot.sound]
#print axioms UnfoldingRobustness.unfolding_robustness
-- 'UnfoldingRobustness.unfolding_robustness' depends on axioms: [propext, Classical.choice, Quot.sound]
#print axioms UnfoldingRobustness.robustness_sharp
-- 'UnfoldingRobustness.robustness_sharp' depends on axioms: [propext, Classical.choice, Quot.sound]
```
